# An antisymmetric polynomial field obeying the Bianchi identity has exactly one polynomial potential with x·A = 0

## Does the condition x·A = 0 leave any gauge freedom?

An atom sits at the origin in a uniform magnetic field, and I describe the field by $\mathbf A=\tfrac12\,\mathbf B\times\mathbf r$. This potential satisfies $\mathbf r\cdot\mathbf A=0$, the Fock-Schwinger condition. For a field that varies in space, I would expect the same condition to select one potential among those regular at the origin, determined by the field strength alone. Can this be made rigorous and machine-checked, at least for polynomial fields in any number of variables?

## Among polynomial potentials no freedom is left: the dilation operator determines A from F

Let $x_\mu$ be the coordinates, $\partial_\mu$ the corresponding derivatives, and $F_{\mu\nu}$ an antisymmetric family of real polynomials with
$$\partial_\rho F_{\mu\nu}+\partial_\mu F_{\nu\rho}+\partial_\nu F_{\rho\mu}=0.$$
We seek polynomials $A_\mu$ with $\partial_\mu A_\nu-\partial_\nu A_\mu=F_{\mu\nu}$ and $x\cdot A=\sum_\mu x_\mu A_\mu=0$.

The Euler operator $E=\sum_\mu x_\mu\partial_\mu$ multiplies a monomial of degree $n$ by $n$. For $c>0$, $E+c$ multiplies it by $n+c>0$, so $E+c$ is invertible on polynomials.

**Uniqueness.** Differentiating $x\cdot A=0$ gives $A_\nu+\sum_\mu x_\mu\partial_\nu A_\mu=0$. Hence
$$\sum_\mu x_\mu F_{\mu\nu}=EA_\nu-\sum_\mu x_\mu\partial_\nu A_\mu=(E+1)A_\nu,$$
and $F$ determines $A_\nu$.

**Existence.** Define $A_\nu$ by this last equation. Since $E(x_\nu A_\nu)=x_\nu(E+1)A_\nu$, summing over $\nu$ gives
$$E(x\cdot A)=\sum_{\mu,\nu}x_\nu x_\mu F_{\mu\nu}=0$$
by antisymmetry. So $x\cdot A$ is constant, and it vanishes at the origin; the gauge condition holds.

For the field strength, use $\partial_\mu E=(E+1)\partial_\mu$. Differentiating the defining equation gives
$$(E+2)\partial_\mu A_\nu=F_{\mu\nu}+\sum_\rho x_\rho\partial_\mu F_{\rho\nu}.$$
Subtract the same equation with $\mu$ and $\nu$ exchanged. By antisymmetry and the Bianchi identity, $\partial_\mu F_{\rho\nu}-\partial_\nu F_{\rho\mu}=\partial_\rho F_{\mu\nu}$, so
$$(E+2)(\partial_\mu A_\nu-\partial_\nu A_\mu)=2F_{\mu\nu}+EF_{\mu\nu}=(E+2)F_{\mu\nu}.$$
Cancelling $E+2$ finishes the argument.

**Radial integral.** Along a ray,
$$\frac{d}{dt}\bigl[tA_\nu(tx)\bigr]=\bigl((E+1)A_\nu\bigr)(tx)=t\sum_\mu x_\mu F_{\mu\nu}(tx).$$
Integrating from 0 to 1 yields
$$A_\nu(x)=\int_0^1 t\sum_\mu x_\mu F_{\mu\nu}(tx)\,dt.$$

Here is the Lean file.

```lean
import Mathlib

open MvPolynomial

namespace FockSchwingerGauge

noncomputable section

/-- Real polynomial fields on `d`-dimensional space. -/
abbrev Poly (d : ℕ) := MvPolynomial (Fin d) ℝ

variable {d : ℕ}

/-- The contraction `∑ x_μ B_μ` of a vector field with the position vector. -/
def radialPart (B : Fin d → Poly d) : Poly d := ∑ μ, X μ * B μ

/-- The Euler (dilation) operator `∑ x_μ ∂_μ`. -/
def euler (p : Poly d) : Poly d := radialPart fun μ => pderiv μ p

/-- The abelian field strength `∂_μ A_ν - ∂_ν A_μ`. -/
def fieldStrength (A : Fin d → Poly d) (μ ν : Fin d) : Poly d :=
  pderiv μ (A ν) - pderiv ν (A μ)

/-- Partial derivatives of polynomial fields commute. -/
theorem pderiv_comm (i j : Fin d) (p : Poly d) :
    pderiv i (pderiv j p) = pderiv j (pderiv i p) := by
  have h : ⁅(pderiv i : Derivation ℝ (Poly d) (Poly d)),
      (pderiv j : Derivation ℝ (Poly d) (Poly d))⁆ = 0 := by
    apply MvPolynomial.derivation_ext
    intro k
    rw [Derivation.commutator_apply]
    simp only [pderiv_X, Pi.single_apply]
    split_ifs <;> simp
  have h2 := DFunLike.congr_fun h p
  rw [Derivation.commutator_apply] at h2
  exact sub_eq_zero.mp h2

/-- Product rule for the contraction with the position vector. -/
theorem pderiv_radialPart (μ : Fin d) (B : Fin d → Poly d) :
    pderiv μ (radialPart B) = B μ + radialPart fun ρ => pderiv μ (B ρ) := by
  unfold radialPart
  rw [map_sum]
  simp only [Derivation.leibniz, smul_eq_mul, pderiv_X, Pi.single_apply, mul_ite, mul_one,
    mul_zero, Finset.sum_add_distrib, Finset.sum_ite_eq', Finset.mem_univ,
    if_true]
  exact add_comm _ _

/-- The Euler operator multiplies the coefficient of each monomial by its total degree. -/
theorem coeff_euler (m : Fin d →₀ ℕ) (p : Poly d) :
    coeff m (euler p) = (∑ i, (m i : ℝ)) * coeff m p := by
  refine MvPolynomial.induction_on' p ?_ ?_
  · intro u a
    simp only [euler, radialPart, X_mul_pderiv_monomial, coeff_sum, coeff_smul, coeff_monomial]
    by_cases h : u = m
    · subst h
      simp [Finset.sum_mul]
    · simp [h]
  · intro p q hp hq
    have h : euler (p + q) = euler p + euler q := by
      simp only [euler, radialPart, map_add, mul_add, Finset.sum_add_distrib]
    rw [h, coeff_add, coeff_add, hp, hq, mul_add]

/-- The Euler operator shifted by a positive constant is injective. -/
theorem euler_shift_injective {c : ℝ} (hc : 0 < c) {p q : Poly d}
    (h : euler p + C c * p = euler q + C c * q) : p = q := by
  ext m
  have h1 := congrArg (coeff m) h
  simp only [coeff_add, coeff_euler, coeff_C_mul] at h1
  have hs : 0 ≤ ∑ i, (m i : ℝ) := Finset.sum_nonneg fun i _ => Nat.cast_nonneg _
  have hne : (∑ i, (m i : ℝ)) + c ≠ 0 := by positivity
  exact mul_left_cancel₀ hne (by linear_combination h1)

/-- The equation `(x·∂ + 1) q = p` has a polynomial solution for every source `p`. -/
theorem exists_euler_add (p : Poly d) : ∃ q : Poly d, euler q + q = p := by
  refine MvPolynomial.induction_on' p ?_ ?_
  · intro u a
    refine ⟨monomial u (a / ((∑ i, (u i : ℝ)) + 1)), ?_⟩
    have hs : 0 ≤ ∑ i, (u i : ℝ) := Finset.sum_nonneg fun i _ => Nat.cast_nonneg _
    have hne : (∑ i, (u i : ℝ)) + 1 ≠ 0 := by positivity
    ext m
    rw [coeff_add, coeff_euler, coeff_monomial, coeff_monomial]
    by_cases h : u = m
    · subst h
      rw [if_pos rfl, if_pos rfl, ← add_one_mul, mul_div_cancel₀ _ hne]
    · simp [h]
  · rintro p q ⟨a, ha⟩ ⟨b, hb⟩
    refine ⟨a + b, ?_⟩
    have h : euler (a + b) = euler a + euler b := by
      simp only [euler, radialPart, map_add, mul_add, Finset.sum_add_distrib]
    linear_combination h + ha + hb

/-- In the gauge `x·A = 0` the potential obeys `(x·∂ + 1) A_ν = ∑ x_μ F_μν`. -/
theorem gauge_equation {A : Fin d → Poly d} (hA : radialPart A = 0) (ν : Fin d) :
    euler (A ν) + A ν = radialPart fun μ => fieldStrength A μ ν := by
  have h := congrArg (pderiv ν) hA
  rw [pderiv_radialPart, map_zero] at h
  have h3 : (radialPart fun μ => fieldStrength A μ ν)
      = euler (A ν) - radialPart fun μ => pderiv ν (A μ) := by
    simp only [fieldStrength, euler, radialPart, mul_sub, Finset.sum_sub_distrib]
  linear_combination h - h3

/-- A potential solving `(x·∂ + 1) A_ν = ∑ x_μ F_μν` with antisymmetric `F` has `x·A = 0`. -/
theorem radialPart_eq_zero {F : Fin d → Fin d → Poly d} (hF : ∀ μ ν, F μ ν = -F ν μ)
    {A : Fin d → Poly d} (hA : ∀ ν, euler (A ν) + A ν = radialPart fun μ => F μ ν) :
    radialPart A = 0 := by
  -- the double contraction of `F` with `x` equals its own negative
  have h0 : radialPart (fun ν => radialPart fun μ => F μ ν) = 0 := by
    have h : radialPart (fun ν => radialPart fun μ => F μ ν)
        = -radialPart (fun ν => radialPart fun μ => F μ ν) := by
      simp only [radialPart, Finset.mul_sum, ← Finset.sum_neg_distrib]
      rw [Finset.sum_comm]
      refine Finset.sum_congr rfl fun μ _ => Finset.sum_congr rfl fun ν _ => ?_
      linear_combination (X μ * X ν) * hF μ ν
    have h2 : (2 : Poly d) * radialPart (fun ν => radialPart fun μ => F μ ν) = 0 := by
      linear_combination h
    exact (mul_eq_zero.mp h2).resolve_left two_ne_zero
  -- hence the Euler operator annihilates `x·A`
  have hE : euler (radialPart A) = 0 := by
    rw [← h0]
    simp only [← hA]
    unfold euler
    simp only [pderiv_radialPart]
    simp only [radialPart, mul_add, Finset.sum_add_distrib, Finset.mul_sum]
    have hs : ∑ μ, ∑ ρ, (X μ : Poly d) * (X ρ * pderiv μ (A ρ))
        = ∑ ν, ∑ μ, (X ν : Poly d) * (X μ * pderiv μ (A ν)) := by
      rw [Finset.sum_comm]
      exact Finset.sum_congr rfl fun _ _ => Finset.sum_congr rfl fun _ _ => mul_left_comm _ _ _
    linear_combination hs
  ext m
  rw [coeff_zero]
  by_cases hm : m = 0
  · -- `x·A` has no constant term
    subst hm
    rw [← constantCoeff_eq]
    simp [radialPart]
  · have h := congrArg (coeff m) hE
    rw [coeff_euler, coeff_zero] at h
    refine (mul_eq_zero.mp h).resolve_left fun h0 => hm ?_
    rw [Finset.sum_eq_zero_iff_of_nonneg fun i _ => Nat.cast_nonneg _] at h0
    ext i
    exact_mod_cast h0 i (Finset.mem_univ i)

/-- Fock-Schwinger gauge: an antisymmetric polynomial field obeying the Bianchi identity has
exactly one polynomial potential with `x·A = 0`. -/
theorem existsUnique_potential (F : Fin d → Fin d → Poly d) (hF : ∀ μ ν, F μ ν = -F ν μ)
    (hB : ∀ ρ μ ν, pderiv ρ (F μ ν) + pderiv μ (F ν ρ) + pderiv ν (F ρ μ) = 0) :
    ∃! A : Fin d → Poly d, (∀ μ ν, fieldStrength A μ ν = F μ ν) ∧ radialPart A = 0 := by
  choose A hA using fun ν => exists_euler_add (radialPart fun μ => F μ ν)
  have hcomm : ∀ (μ : Fin d) (p : Poly d),
      pderiv μ (euler p) = pderiv μ p + euler (pderiv μ p) := by
    intro μ p
    unfold euler
    rw [pderiv_radialPart]
    simp only [pderiv_comm μ]
  refine ⟨A, ⟨fun μ ν => ?_, radialPart_eq_zero hF hA⟩, ?_⟩
  · -- both sides agree after applying the injective operator `x·∂ + 2`
    apply euler_shift_injective (c := 2) two_pos
    have h1 := congrArg (pderiv μ) (hA ν)
    have h2 := congrArg (pderiv ν) (hA μ)
    rw [map_add, hcomm, pderiv_radialPart] at h1 h2
    have h3 : (radialPart fun ρ => pderiv μ (F ρ ν)) - (radialPart fun ρ => pderiv ν (F ρ μ))
        = euler (F μ ν) := by
      simp only [euler, radialPart, ← Finset.sum_sub_distrib]
      refine Finset.sum_congr rfl fun ρ _ => ?_
      have b := hB ρ μ ν
      rw [hF ν ρ, map_neg] at b
      linear_combination -(X ρ) * b
    have h4 : euler (fieldStrength A μ ν)
        = euler (pderiv μ (A ν)) - euler (pderiv ν (A μ)) := by
      simp only [fieldStrength, euler, radialPart, map_sub, mul_sub, Finset.sum_sub_distrib]
    have hC : (C 2 : Poly d) = 2 := map_ofNat C 2
    rw [h4, hC, fieldStrength]
    linear_combination h1 - h2 + h3 - hF ν μ
  · rintro A' ⟨hA', hr⟩
    funext ν
    apply euler_shift_injective (c := 1) one_pos
    have h := gauge_equation hr ν
    simp only [hA'] at h
    rw [C_1, one_mul, one_mul, h, hA ν]

/-- Every field strength of a potential is antisymmetric and obeys the Bianchi identity. -/
theorem fieldStrength_conditions (A : Fin d → Poly d) :
    (∀ μ ν, fieldStrength A μ ν = -fieldStrength A ν μ) ∧
    ∀ ρ μ ν, pderiv ρ (fieldStrength A μ ν) + pderiv μ (fieldStrength A ν ρ)
      + pderiv ν (fieldStrength A ρ μ) = 0 := by
  refine ⟨fun μ ν => by unfold fieldStrength; ring, fun ρ μ ν => ?_⟩
  simp only [fieldStrength, map_sub]
  linear_combination pderiv_comm ρ μ (A ν) + pderiv_comm μ ν (A ρ) + pderiv_comm ν ρ (A μ)

/-- In Fock-Schwinger gauge, `A_ν(x) = ∫₀¹ t ∑ x_μ F_μν(t x) dt`. -/
theorem potential_eq_integral {A : Fin d → Poly d} (hA : radialPart A = 0) (ν : Fin d)
    (x : Fin d → ℝ) :
    eval x (A ν) = ∫ t in (0 : ℝ)..1, t * ∑ μ, x μ * eval (t • x) (fieldStrength A μ ν) := by
  -- chain rule along the ray `t ↦ t x`
  have hray : ∀ (p : Poly d) (t : ℝ), HasDerivAt (fun s : ℝ => eval (s • x) p)
      (∑ i, x i * eval (t • x) (pderiv i p)) t := by
    intro p t
    induction p using MvPolynomial.induction_on
    · rename_i a
      simp only [eval_C, pderiv_C, map_zero, mul_zero, Finset.sum_const_zero]
      exact hasDerivAt_const t a
    · rename_i p q hp hq
      simp only [map_add, mul_add, Finset.sum_add_distrib]
      exact hp.fun_add hq
    · rename_i p k hp
      have e : ∀ i, x i * eval (t • x) (pderiv i (p * X k))
          = (x i * eval (t • x) (pderiv i p)) * (t * x k)
            + if k = i then eval (t • x) p * x i else 0 := by
        intro i
        rw [Derivation.leibniz, pderiv_X, Pi.single_apply]
        split_ifs <;> simp only [smul_eq_mul, map_add, map_mul, eval_X, Pi.smul_apply, map_one,
          map_zero] <;> ring
      simp only [e, Finset.sum_add_distrib, ← Finset.sum_mul, Finset.sum_ite_eq,
        Finset.mem_univ, if_true, map_mul, eval_X, Pi.smul_apply, smul_eq_mul]
      exact (hp.fun_mul ((hasDerivAt_id' t).mul_const (x k))).congr_deriv (by ring)
  have hc : ∀ p : Poly d, Continuous fun t : ℝ => eval (t • x) p := fun p =>
    continuous_iff_continuousAt.2 fun t => (hray p t).continuousAt
  have hcont : Continuous fun t : ℝ =>
      t * ∑ μ, x μ * eval (t • x) (fieldStrength A μ ν) :=
    continuous_id.mul (continuous_finsetSum _ fun μ _ => continuous_const.mul (hc _))
  -- the integrand is the derivative of `t A_ν(t x)`
  have hd : ∀ t : ℝ, HasDerivAt (fun s : ℝ => s * eval (s • x) (A ν))
      (t * ∑ μ, x μ * eval (t • x) (fieldStrength A μ ν)) t := by
    intro t
    have h := congrArg (eval (t • x)) (gauge_equation hA ν)
    simp only [euler, radialPart, map_add, map_sum, map_mul, eval_X, Pi.smul_apply, smul_eq_mul,
      mul_assoc, ← Finset.mul_sum] at h
    exact ((hasDerivAt_id' t).fun_mul (hray (A ν) t)).congr_deriv (by linear_combination h)
  rw [intervalIntegral.integral_eq_sub_of_hasDerivAt (fun t _ => hd t)
    (hcont.intervalIntegrable 0 1)]
  simp

end

end FockSchwingerGauge
```

### What the theorems say about fields

`Poly d` is the ring of real polynomials in $d$ variables, and `pderiv μ` is $\partial_\mu$. `radialPart B` is $\sum_\mu x_\mu B_\mu$, `euler` is $E$, and `fieldStrength` fixes the sign convention $\partial_\mu A_\nu-\partial_\nu A_\mu$. No metric enters: in spacetime, read $x_\mu$ as the coordinate $x^\mu$ and $A_\mu$ as covariant components.

In `existsUnique_potential`, `hF` is antisymmetry and `hB` is the Bianchi identity, which stands for the homogeneous Maxwell equations; for a magnetic field in three dimensions it says $\nabla\cdot\mathbf B=0$. The symbol `∃!` ranges over whole families `A` of polynomials. `fieldStrength_conditions` shows that every potential's field strength satisfies both hypotheses. `potential_eq_integral` is the radial formula for any polynomial potential in this gauge.

Without the Bianchi identity, existence can fail. For $d=3$, with indices 0, 1, 2, take $F_{01}=x_2=-F_{10}$ and all other components zero. The cyclic sum for $(2,0,1)$ is 1, so no potential exists in any gauge. Physically, this is a uniform density of magnetic charge.

For a quantum particle in a prescribed classical, abelian, polynomial field, the formula lets the minimal coupling be written through the field strength. Singular fields, general smooth fields and non-abelian fields are not covered.

### How the proof follows the calculation

`coeff_euler` proves the degree rule monomial by monomial. From it, `euler_shift_injective` cancels $E+c$, and `exists_euler_add` solves $(E+1)q=p$ by dividing coefficients.

`gauge_equation` is the uniqueness calculation, and `radialPart_eq_zero` establishes the gauge condition for the constructed potential. In the main theorem, `choose` collects the solutions $A_\nu$, `hcomm` is the commutation rule for $\partial_\mu$ and $E$, and `h3` is the Bianchi step. For the field strength, `euler_shift_injective` first reduces the goal to the equation with $E+2$ applied to both sides; `linear_combination` finally proves that equation from the differentiated equations, `h3` and antisymmetry.

For the integral, `hray` proves the chain rule along the ray by induction on the polynomial, `hd` identifies the integrand as a derivative, and the fundamental theorem of calculus gives the result.

```lean
#print axioms FockSchwingerGauge.existsUnique_potential
#print axioms FockSchwingerGauge.fieldStrength_conditions
#print axioms FockSchwingerGauge.potential_eq_integral
```

```
'FockSchwingerGauge.existsUnique_potential' depends on axioms: [propext, Classical.choice, Quot.sound]
'FockSchwingerGauge.fieldStrength_conditions' depends on axioms: [propext, Classical.choice, Quot.sound]
'FockSchwingerGauge.potential_eq_integral' depends on axioms: [propext, Classical.choice, Quot.sound]
```
